# The group determinant of D3 factors through the blocks A1, A2, E, E

A: Give the rotation r^i of D3 a complex weight a_i and the reflection r^i s a weight b_i, for i = 0, 1, 2. Write w(k) for the weight of the element k. The 6×6 matrix M with entries w(gh⁻¹) then satisfies

det M = (Σa + Σb)(Σa − Σb)(Q(a) − Q(b))²,

Q(x) = x0² + x1² + x2² − x0x1 − x1x2 − x2x0.

One change of basis, the same for all weights, brings M to the blocks A1, A2, E, E.

Q: Which physical problem has such a matrix?

A: Six equivalent sites permuted by D3, with one orbital each and no site on a symmetry element. The six orbitals are taken to be orthonormal, and the operations carry them into one another without changes of sign. Label by g the site that g⁻¹ reaches from a reference site. A symmetry operation k changes the label g to gk⁻¹, which leaves gh⁻¹ alone, so a symmetric coupling depends on gh⁻¹ only. For this non-interacting model, replacing a_0 by a_0 − λ and setting the determinant to zero gives the secular equation for the orbital energies λ. That a given molecule is described by such a model is the physical input; the theorems start from the matrix.

```lean
import Mathlib

open Matrix DihedralGroup

namespace DihedralThreeDeterminant

noncomputable section
```

Q: Is the group the one I mean? My D3 has no reflections.

A: In the point group D3 the elements r^i s are twofold rotations, which act on the plane of the triangle as reflections. Only the multiplication table enters, so C3v is served too. Mathlib's `sr i` means s r^i, and r^i s = s r^(−i), which is why `weight` has a minus sign. Indices are taken modulo 3.

```lean
/-- The symmetry group D3 of the equilateral triangle. -/
abbrev D3 := DihedralGroup 3

/-- Weights on D3: `a i` on the rotation r^i and `b i` on the reflection r^i s,
which Mathlib writes as `sr (-i)`. -/
def weight (a b : ZMod 3 → ℂ) : D3 → ℂ
  | .r i => a i
  | .sr i => b (-i)

/-- The quadratic form x0² + x1² + x2² - x0 x1 - x1 x2 - x2 x0. -/
def Q (x : ZMod 3 → ℂ) : ℂ :=
  x 0 ^ 2 + x 1 ^ 2 + x 2 ^ 2 - x 0 * x 1 - x 1 * x 2 - x 2 * x 0

/-- The group matrix, with entry w(g h⁻¹) in row g and column h. -/
def groupMatrix {G : Type*} [Group G] (w : G → ℂ) : Matrix G G ℂ :=
  Matrix.of fun g h => w (g * h⁻¹)
```

Q: The weights are complex and otherwise free. A Hamiltonian is Hermitian.

A: That is the special case with a_0 and all b_i real and a_2 the conjugate of a_1. The identity needs no such restriction.

Q: And the representations?

A: For a representation ρ, `weighted ρ w` is ρ(w) = Σ_k w(k)ρ(k). A1 is the trivial homomorphism, written `1`, and A2 is `signRep`. E is `planeRep`, with integer matrices because the axes are hexagonal: r sends e1 to e2 and e2 to −e1 − e2.

```lean
/-- The weighted sum of the operators ρ(k) of a representation ρ. -/
def weighted {G R : Type*} [Group G] [Fintype G] [Ring R] [Algebra ℂ R]
    (ρ : G →* R) (w : G → ℂ) : R := ∑ k, w k • ρ k

/-- The representation A2: rotations give 1, reflections give -1. -/
def signRep : D3 →* ℂ where
  toFun g := match g with
    | .r _ => 1
    | .sr _ => -1
  map_one' := by rw [DihedralGroup.one_def]
  map_mul' := by
    rintro (i | i) (j | j) <;>
      simp only [r_mul_r, r_mul_sr, sr_mul_r, sr_mul_sr] <;> norm_num

/-- Integer matrices of the rotations and reflections of the triangle in hexagonal axes. -/
def planeZ : D3 → Matrix (Fin 2) (Fin 2) ℤ
  | .r i => (![!![1, 0; 0, 1], !![0, -1; 1, -1], !![-1, 1; -1, 0]] : Fin 3 → _) i
  | .sr i => (![!![0, 1; 1, 0], !![1, -1; 0, -1], !![-1, 0; -1, 1]] : Fin 3 → _) i

/-- The two-dimensional representation E, in hexagonal axes. -/
def planeRep : D3 →* Matrix (Fin 2) (Fin 2) ℂ where
  toFun g := (Int.castRingHom ℂ).mapMatrix (planeZ g)
  map_one' := by
    have h : planeZ 1 = 1 := by rw [DihedralGroup.one_def]; decide
    rw [h, map_one]
  map_mul' g h := by
    have key : planeZ (g * h) = planeZ g * planeZ h := by
      rcases g with i | i <;> rcases h with j | j <;>
        simp only [r_mul_r, r_mul_sr, sr_mul_r, sr_mul_sr] <;> revert i j <;> decide
    rw [key, map_mul]
```

Q: What is the new basis?

A: Six functions of g: the constant 1, the A2 sign of g⁻¹, and the four matrix elements E(g⁻¹)_ij. They are the columns of F, called `fourier`. They are unnormalised: the first two have norm √6, so their normalised entries are ±1/√6, and the other four have norm 2. Those four are not all mutually orthogonal, so F is not unitary even after normalisation. Its inverse is `fourierInv`, and `blocks w` is the target matrix.

```lean
/-- The change of basis: its columns are the functions of g given by A1, by A2 and by
the two rows of E, all taken at g⁻¹. -/
def fourier : Matrix D3 (Fin 2 ⊕ (Fin 2 ⊕ Fin 2)) ℂ :=
  Matrix.of fun g => Sum.elim ![1, signRep g⁻¹]
    (Sum.elim (fun j => planeRep g⁻¹ 0 j) (fun j => planeRep g⁻¹ 1 j))

/-- The matrix of the inverse change of basis, with factors dimension / group order. -/
def fourierInv : Matrix (Fin 2 ⊕ (Fin 2 ⊕ Fin 2)) D3 ℂ :=
  Matrix.of fun k g => Sum.elim ![1 / 6, signRep g / 6]
    (Sum.elim (fun j => planeRep g j 0 / 3) (fun j => planeRep g j 1 / 3)) k

/-- The block-diagonal matrix with blocks A1, A2, E, E of the weighted group element. -/
def blocks (w : D3 → ℂ) : Matrix (Fin 2 ⊕ (Fin 2 ⊕ Fin 2)) (Fin 2 ⊕ (Fin 2 ⊕ Fin 2)) ℂ :=
  fromBlocks !![weighted (1 : D3 →* ℂ) w, 0; 0, weighted signRep w] 0 0
    (fromBlocks (weighted planeRep w) 0 0 (weighted planeRep w))
```

Q: How is M related to the regular representation?

A: Put k = gh⁻¹, so h = k⁻¹g. Then

(Mf)(g) = Σ_h w(gh⁻¹) f(h) = Σ_k w(k) f(k⁻¹g),

a weighted sum of left translations. These translations form the regular representation, and M is the weighted sum of its operators. The Lean proof makes the same substitution, for any finite group.

```lean
/-- The group matrix acts on functions on a finite group as the weighted sum of left
translations, that is, in the regular representation. -/
theorem groupMatrix_mulVec {G : Type*} [Group G] [Fintype G] (w f : G → ℂ) (g : G) :
    (groupMatrix w *ᵥ f) g = ∑ k, w k * f (k⁻¹ * g) := by
  change ∑ h, w (g * h⁻¹) * f h = _
  refine Fintype.sum_equiv ((Equiv.inv G).trans (Equiv.mulLeft g)) _ _ (fun h => ?_)
  change _ = w (g * h⁻¹) * f ((g * h⁻¹)⁻¹ * g)
  have e : (g * h⁻¹)⁻¹ * g = h := by group
  rw [e]
```

Q: What makes M block diagonal in the new basis?

A: The same substitution, now with h⁻¹ = g⁻¹k:

Σ_h w(gh⁻¹) ρ(h⁻¹) = Σ_k w(k) ρ(g⁻¹k) = ρ(g⁻¹) ρ(w).

Read this along row i of ρ. The functions f_j(g) = ρ(g⁻¹)_ij obey

M f_j = Σ_l f_l ρ(w)_lj,

so each row spans an invariant subspace. E has two rows and therefore appears twice.

```lean
/-- For every representation ρ of a finite group, the group matrix applied to the function
ρ(g⁻¹) multiplies it from the right by the weighted sum of the ρ(k). -/
theorem intertwine {G R : Type*} [Group G] [Fintype G] [Ring R] [Algebra ℂ R]
    (ρ : G →* R) (w : G → ℂ) (g : G) :
    ∑ h, w (g * h⁻¹) • ρ h⁻¹ = ρ g⁻¹ * weighted ρ w := by
  unfold weighted
  rw [Finset.mul_sum]
  refine Fintype.sum_equiv ((Equiv.inv G).trans (Equiv.mulLeft g)) _ _ (fun h => ?_)
  change _ = ρ g⁻¹ * (w (g * h⁻¹) • ρ (g * h⁻¹))
  rw [mul_smul_comm, ← map_mul, inv_mul_cancel_left]
```

The next two lemmas write a sum over the group as six terms and list the matrices of E.

```lean
/-- A sum over D3 runs over three rotations and three reflections. -/
theorem sum_group {M : Type*} [AddCommMonoid M] (f : D3 → M) :
    ∑ g, f g = f (r 0) + f (r 1) + f (r 2) + (f (sr 0) + f (sr 1) + f (sr 2)) := by
  let e : ZMod 3 ⊕ ZMod 3 ≃ D3 :=
    { toFun := Sum.elim r sr
      invFun := fun g => match g with
        | .r i => Sum.inl i
        | .sr i => Sum.inr i
      left_inv := by rintro (i | i) <;> rfl
      right_inv := by rintro (i | i) <;> rfl }
  have h (u : ZMod 3 → M) : ∑ i, u i = u 0 + u 1 + u 2 := Fin.sum_univ_three u
  rw [← e.sum_comp, Fintype.sum_sum_type, h, h]
  rfl

/-- The six matrices of E in hexagonal axes. -/
theorem planeRep_table :
    planeRep (r 0) = !![1, 0; 0, 1] ∧ planeRep (r 1) = !![0, -1; 1, -1] ∧
    planeRep (r 2) = !![-1, 1; -1, 0] ∧ planeRep (sr 0) = !![0, 1; 1, 0] ∧
    planeRep (sr 1) = !![1, -1; 0, -1] ∧ planeRep (sr 2) = !![-1, 0; -1, 1] := by
  have h (g : D3) (M : Matrix (Fin 2) (Fin 2) ℤ) (hM : planeZ g = M) :
      planeRep g = M.map (fun z : ℤ => (z : ℂ)) := by rw [← hM]; rfl
  rw [h (r 0) _ rfl, h (r 1) _ rfl, h (r 2) _ rfl, h (sr 0) _ rfl, h (sr 1) _ rfl,
    h (sr 2) _ rfl]
  refine ⟨?_, ?_, ?_, ?_, ?_, ?_⟩ <;> ext i j <;> fin_cases i <;> fin_cases j <;>
    simp [planeZ]
```

Q: Could your E split further?

A: A two-dimensional representation splits off a smaller one only if some nonzero vector v = (x, y) is an eigenvector of every operation. The theorem excludes that. The reflection s swaps x and y, which forces x² = y². The rotation r sends v to (−y, x − y), which forces x² − xy + y² = 0. Together they give 2x² = xy; squaring gives 4x⁴ = x²y² = x⁴, so x = 0 and y = 0. The Lean proof eliminates the eigenvalues in the same way.

```lean
/-- E is irreducible over ℂ: only the zero vector is mapped to a multiple of itself by
every operation of D3. -/
theorem planeRep_irreducible (v : Fin 2 → ℂ)
    (hv : ∀ g, ∃ c : ℂ, planeRep g *ᵥ v = c • v) : v = 0 := by
  obtain ⟨-, e1, -, f0, -, -⟩ := planeRep_table
  obtain ⟨c, hc⟩ := hv (sr 0)
  obtain ⟨d, hd⟩ := hv (r 1)
  rw [f0] at hc
  rw [e1] at hd
  have s0 := congrFun hc 0
  have s1 := congrFun hc 1
  have r0 := congrFun hd 0
  have r1 := congrFun hd 1
  simp only [Matrix.mulVec, dotProduct, Fin.sum_univ_two, Matrix.of_apply, Matrix.cons_val_zero,
    Matrix.cons_val_one, Pi.smul_apply, smul_eq_mul] at s0 s1 r0 r1
  -- eliminate the two eigenvalues
  have h1 : v 0 ^ 2 - v 1 ^ 2 = 0 := by linear_combination v 0 * s1 - v 1 * s0
  have h2 : 2 * v 0 ^ 2 - v 0 * v 1 = 0 := by
    linear_combination v 0 * r1 - v 1 * r0 + h1
  have h3 : v 0 ^ 4 = 0 := by
    linear_combination (1 / 3) * ((2 * v 0 ^ 2 + v 0 * v 1) * h2 - v 0 ^ 2 * h1)
  have x0 : v 0 = 0 := eq_zero_of_pow_eq_zero h3
  have h4 : v 1 ^ 2 = 0 := by linear_combination v 0 * x0 - h1
  have x1 : v 1 = 0 := eq_zero_of_pow_eq_zero h4
  ext i
  fin_cases i
  · exact x0
  · exact x1
```

Q: And F is invertible?

A: By orthogonality of matrix elements,

Σ_g E(g)_ji E(g⁻¹)_kl = 3 δ_ik δ_jl,

while the A1 and A2 functions give 6 with themselves, and all cross sums vanish. This explains the factors 1/3 and 1/6 in `fourierInv`. Lean checks the 36 entries of F⁻¹F from the table; the product in the other order follows because the matrices are square.

```lean
/-- The two change-of-basis matrices are inverse to each other. -/
theorem fourier_inverse : fourierInv * fourier = 1 ∧ fourier * fourierInv = 1 := by
  have h : fourierInv * fourier = 1 := by
    obtain ⟨e0, e1, e2, f0, f1, f2⟩ := planeRep_table
    have i0 : (r 0 : D3)⁻¹ = r 0 := inv_eq_of_mul_eq_one_right (by
      rw [r_mul_r, DihedralGroup.one_def]; rfl)
    have i1 : (r 1 : D3)⁻¹ = r 2 := inv_eq_of_mul_eq_one_right (by
      rw [r_mul_r, DihedralGroup.one_def]; rfl)
    have i2 : (r 2 : D3)⁻¹ = r 1 := inv_eq_of_mul_eq_one_right (by
      rw [r_mul_r, DihedralGroup.one_def]; rfl)
    have j (i : ZMod 3) : (sr i : D3)⁻¹ = sr i := inv_eq_of_mul_eq_one_right (by
      rw [sr_mul_sr, DihedralGroup.one_def, sub_self])
    have s (i : ZMod 3) : signRep (r i) = 1 := rfl
    have t (i : ZMod 3) : signRep (sr i) = -1 := rfl
    -- orthogonality of the matrix elements, entry by entry
    ext k l
    rw [Matrix.mul_apply, sum_group]
    simp only [fourier, fourierInv, Matrix.of_apply, i0, i1, i2, j, s, t,
      e0, e1, e2, f0, f1, f2]
    rcases k with k | k | k <;> rcases l with l | l | l <;> fin_cases k <;> fin_cases l <;>
      simp <;> norm_num
  have e : Fintype.card (Fin 2 ⊕ (Fin 2 ⊕ Fin 2)) = Fintype.card D3 := by
    simp [DihedralGroup.card]
  exact ⟨h, (Matrix.mul_eq_one_comm_of_equiv (Fintype.equivOfCardEq e)).1 h⟩
```

Now the row relations say MF = FB, where B is `blocks w`. Multiplying by F⁻¹ from the left gives F⁻¹MF = B, which is A1 + A2 + 2E. In the proof, `h1`, `h2` and `h3` are the relations for A1, A2 and E.

```lean
/-- The regular representation of D3 is A1 + A2 + 2E: one change of basis brings the group
matrix of every weight to the blocks A1, A2, E, E. -/
theorem regular_decomposition (w : D3 → ℂ) :
    fourierInv * groupMatrix w * fourier = blocks w := by
  have h : groupMatrix w * fourier = fourier * blocks w := by
    ext g k
    have h1 := intertwine (1 : D3 →* ℂ) w g
    have h2 := intertwine signRep w g
    have h3 (i j : Fin 2) := congrFun (congrFun (intertwine planeRep w g) i) j
    simp only [Matrix.sum_apply, Matrix.smul_apply, Matrix.mul_apply, Fin.sum_univ_two,
      smul_eq_mul, MonoidHom.one_apply] at h1 h2 h3
    rcases k with k | k | k
    · fin_cases k
      · simpa [Matrix.mul_apply, groupMatrix, fourier, blocks] using h1
      · simpa [Matrix.mul_apply, groupMatrix, fourier, blocks] using h2
    · simpa [Matrix.mul_apply, groupMatrix, fourier, blocks] using h3 0 k
    · simpa [Matrix.mul_apply, groupMatrix, fourier, blocks] using h3 1 k
  rw [Matrix.mul_assoc, h, ← Matrix.mul_assoc, fourier_inverse.1, Matrix.one_mul]
```

Q: Then the E block has to produce Q(a) − Q(b).

A: Adding the six weighted matrices gives E(w) with rows

(a0 − a2 + b2 − b1, a2 − a1 + b0 − b2)

(a1 − a2 + b0 − b1, a0 − a1 + b1 − b2).

In its determinant the mixed terms in a and b cancel, leaving

(a0 − a1)(a0 − a2) + (a1 − a2)² − (b0 − b1)(b0 − b2) − (b1 − b2)².

The first two terms expand to Q(a), and the last two to −Q(b). Lean leaves the expansion to `ring`.

```lean
/-- The block E of the weighted group element has determinant Q(a) - Q(b). -/
theorem det_planeRep (a b : ZMod 3 → ℂ) :
    (weighted planeRep (weight a b)).det = Q a - Q b := by
  obtain ⟨e0, e1, e2, f0, f1, f2⟩ := planeRep_table
  have m1 : -(1 : ZMod 3) = 2 := by decide
  have m2 : -(2 : ZMod 3) = 1 := by decide
  unfold weighted
  rw [sum_group, e0, e1, e2, f0, f1, f2, Matrix.det_fin_two]
  simp only [weight, m1, m2, neg_zero, Matrix.add_apply, Matrix.smul_apply, Matrix.of_apply,
    Matrix.cons_val_zero, Matrix.cons_val_one, smul_eq_mul, Q]
  ring
```

The one-dimensional blocks are A1(w) = Σa + Σb and A2(w) = Σa − Σb. A change of basis preserves the determinant, so det M is the product of the four block determinants, with that of E squared.

```lean
/-- The group determinant of D3 with weights a on the rotations r^i and b on the
reflections r^i s is (∑a + ∑b)(∑a - ∑b)(Q(a) - Q(b))². -/
theorem det_groupMatrix (a b : ZMod 3 → ℂ) :
    (groupMatrix (weight a b)).det =
      (∑ i, a i + ∑ i, b i) * (∑ i, a i - ∑ i, b i) * (Q a - Q b) ^ 2 := by
  have h3 (u : ZMod 3 → ℂ) : ∑ i, u i = u 0 + u 1 + u 2 := Fin.sum_univ_three u
  have m1 : -(1 : ZMod 3) = 2 := by decide
  have m2 : -(2 : ZMod 3) = 1 := by decide
  have s (i : ZMod 3) : signRep (r i) = 1 := rfl
  have t (i : ZMod 3) : signRep (sr i) = -1 := rfl
  -- the one-dimensional blocks
  have hA1 : weighted (1 : D3 →* ℂ) (weight a b) = ∑ i, a i + ∑ i, b i := by
    unfold weighted
    rw [sum_group, h3, h3]
    simp only [weight, m1, m2, neg_zero, MonoidHom.one_apply, smul_eq_mul]
    ring
  have hA2 : weighted signRep (weight a b) = ∑ i, a i - ∑ i, b i := by
    unfold weighted
    rw [sum_group, h3, h3]
    simp only [weight, m1, m2, neg_zero, s, t, smul_eq_mul]
    ring
  -- the determinant does not depend on the basis
  have hd := Matrix.det_conj_of_mul_eq_one (N := groupMatrix (weight a b))
    fourier_inverse.1 fourier_inverse.2
  rw [regular_decomposition] at hd
  rw [← hd, blocks, Matrix.det_fromBlocks_zero₂₁, Matrix.det_fromBlocks_zero₂₁,
    Matrix.det_fin_two_of, det_planeRep, hA1, hA2]
  ring

end

end DihedralThreeDeterminant
```

```lean
#print axioms DihedralThreeDeterminant.groupMatrix_mulVec
#print axioms DihedralThreeDeterminant.planeRep_irreducible
#print axioms DihedralThreeDeterminant.det_groupMatrix
```

```
'DihedralThreeDeterminant.groupMatrix_mulVec' depends on axioms: [propext, Classical.choice, Quot.sound]
'DihedralThreeDeterminant.planeRep_irreducible' depends on axioms: [propext, Classical.choice, Quot.sound]
'DihedralThreeDeterminant.det_groupMatrix' depends on axioms: [propext, Classical.choice, Quot.sound]
```

Q: Show me numbers.

A: Take a = (3, 1, 1) and b = (1, 0, 0): two triangles joined by three rungs, with on-site energy 3 and all couplings 1. Then Σa = 5, Σb = 1, Q(a) = 4 and Q(b) = 1, so

det M = 6 · 4 · 3² = 216.

The block E(w) has rows (2, 1) and (1, 2), with eigenvalues 3 and 1. The energies are therefore 6, 4, 3, 3, 1, 1.

For an independent check, let T be the matrix of one triangle, with eigenvalues 5, 2, 2. Even and odd combinations across the rungs give T + 1 and T − 1, with determinants 6 · 3 · 3 = 54 and 4 · 1 · 1 = 4. Their product is again 216.
